# Symmetry makes the ethylene twist silent in first-order infrared and Raman response

Suppose a vibrational calculation on ethylene reports a mode with zero infrared intensity and zero Raman activity. Without a symmetry argument, the two zeros could equally be a fault in the dipole and polarizability derivatives, and a small non-zero value could equally be real. For the twist of the two CH₂ groups, the argument below settles the matter: if the first-order responses respect the D2h symmetry of the equilibrium geometry, both are exactly zero. In a harmonic calculation with linear responses, a non-zero intensity for this mode therefore signals broken symmetry or numerical error.

```lean
import Mathlib

open Matrix

namespace EthyleneSilentMode

noncomputable section
```

## D2h as triples of signs

Place the molecule in the plane \(z=0\) with its centre at the origin and the C=C bond along \(x\), and number the axes \(x,y,z\) as 0, 1, 2. Each of the eight operations of D2h keeps or reverses each axis, so it is a triple \(s=(s_0,s_1,s_2)\) with \(s_i=\pm1\). In Lean the signs are the units of the integers, `ℤˣ`.

```lean
/-- An element of D2h, given by the signs it puts on the three Cartesian axes. -/
abbrev D2h := Fin 3 → ℤˣ
```

The four hydrogens are labelled by sign pairs \(h=(p,q)\). A displacement \(u\) gives each of them a vector \(u_h\in\mathbb R^3\), while the carbons stay at rest.

```lean
/-- Displacement vectors of the four hydrogens, which are labelled by the signs of x and y. -/
abbrev Displacement := ℤˣ × ℤˣ → Fin 3 → ℝ
```

To enter real matrices, a sign must be read as a real number.

```lean
/-- A sign read as a real number. -/
def sgn (e : ℤˣ) : ℝ := ((e : ℤ) : ℝ)
```

The operation then acts on vectors as \(g=\mathrm{diag}(s_0,s_1,s_2)\).

```lean
/-- The Cartesian matrix diag(s 0, s 1, s 2) of a D2h operation. -/
def op (s : D2h) : Matrix (Fin 3) (Fin 3) ℝ := diagonal fun i => sgn (s i)
```

The hydrogens sit at \(r_h=(pa,\,qb,\,0)\).

```lean
/-- The hydrogen positions (±a, ±b, 0). -/
def position (a b : ℝ) : Displacement := fun h => ![sgn h.1 * a, sgn h.2 * b, 0]
```

An operation moves atoms and turns their displacement vectors: \((g\cdot u)_h=g\,u_{g^{-1}h}\). Since \(g^{-1}=g\), and \(g\) sends the label \((p,q)\) to \((s_0p,\,s_1q)\), this is \(g\,u_{gh}\).

```lean
/-- The action of D2h on displacements: hydrogens are permuted and their vectors transformed.
Each operation is its own inverse. -/
def act (s : D2h) (u : Displacement) : Displacement :=
  fun h => op s *ᵥ u ((s 0, s 1) * h)
```

The twist moves hydrogen \((p,q)\) by \(pq\) along \(z\). This vector has length 2; dividing by 2 normalises it, and by linearity the amplitude does not affect whether a response vanishes.

```lean
/-- The twist: each hydrogen moves along z by the product of its two position signs. -/
def twist : Displacement := fun h => ![0, 0, sgn h.1 * sgn h.2]
```

## Two simple response models

Two explicit responses will later show that the symmetry conditions admit more than the zero map. The first is the dipole change of unit charges on the hydrogens, \(\mu(u)=\sum_h u_h\).

```lean
/-- A model dipole change: the sum of the hydrogen displacements, with unit charges. -/
def dipoleModel : Displacement →ₗ[ℝ] (Fin 3 → ℝ) where
  toFun u := ∑ h, u h
  map_add' u v := by simp [Finset.sum_add_distrib]
  map_smul' c u := by simp [Finset.smul_sum]
```

The second is a polarizability change built from positions and displacements, \(\alpha(u)_{ij}=\sum_h(r_{h,i}u_{h,j}+u_{h,i}r_{h,j})\). Neither is meant as a quantitative model of ethylene.

```lean
/-- A model polarizability change: the symmetrized product of position and displacement,
summed over the hydrogens. -/
def ramanModel (a b : ℝ) : Displacement →ₗ[ℝ] Matrix (Fin 3) (Fin 3) ℝ where
  toFun u := Matrix.of fun i j =>
    ∑ h, (position a b h i * u h j + u h i * position a b h j)
  map_add' u v := by
    ext i j
    simp only [Matrix.of_apply, Matrix.add_apply, Pi.add_apply, ← Finset.sum_add_distrib]
    exact Finset.sum_congr rfl fun _ _ => by ring
  map_smul' c u := by
    ext i j
    simp only [Matrix.of_apply, Matrix.smul_apply, Pi.smul_apply, smul_eq_mul,
      RingHom.id_apply, Finset.mul_sum]
    exact Finset.sum_congr rfl fun _ _ => by ring
```

## What the Au character permits

The Au character is \(+1\) for the identity and the rotations, and \(-1\) for inversion and the reflections. It is the determinant, \(\det g=s_0s_1s_2\).

```lean
/-- The determinant of a D2h operation is the product of its three signs. -/
theorem det_op (s : D2h) : (op s).det = sgn (s 0) * sgn (s 1) * sgn (s 2) := by
  simp [op, Matrix.det_diagonal, Fin.prod_univ_three]
```

Let a vector satisfy \(gv=(\det g)v\) for every \(g\). The twofold rotation about \(x\), \(\mathrm{diag}(1,-1,-1)\), has determinant 1, so \(v_1=-v_1\) and \(v_2=-v_2\). The rotation about \(z\), \(\mathrm{diag}(-1,-1,1)\), gives \(v_0=-v_0\). Hence \(v=0\). The proof reads off these three components with `congrFun`, and `linarith` concludes.

```lean
/-- A vector that transforms by the determinant under all of D2h vanishes. -/
theorem au_vector_eq_zero (v : Fin 3 → ℝ)
    (h : ∀ s : D2h, op s *ᵥ v = (op s).det • v) : v = 0 := by
  simp only [det_op] at h
  -- the twofold rotation about x removes y and z, the one about z removes x
  have e0 : v 0 = 0 := by
    have := congrFun (h ![-1, -1, 1]) 0
    simp [op, Matrix.mulVec_diagonal, sgn] at this
    linarith
  have e1 : v 1 = 0 := by
    have := congrFun (h ![1, -1, -1]) 1
    simp [op, Matrix.mulVec_diagonal, sgn] at this
    linarith
  have e2 : v 2 = 0 := by
    have := congrFun (h ![1, -1, -1]) 2
    simp [op, Matrix.mulVec_diagonal, sgn] at this
    linarith
  ext i
  fin_cases i <;> simp [e0, e1, e2]
```

For a matrix with \(gAg^{T}=(\det g)A\), inversion suffices: \((-1)A(-1)=A\), while the determinant is \(-1\), so \(A=-A\) and \(A=0\). The matrix need not be symmetric, so antisymmetric scattering is excluded too.

```lean
/-- A second-rank tensor that transforms by the determinant under all of D2h vanishes. -/
theorem au_matrix_eq_zero (A : Matrix (Fin 3) (Fin 3) ℝ)
    (h : ∀ s : D2h, op s * A * (op s)ᵀ = (op s).det • A) : A = 0 := by
  ext i j
  -- inversion leaves the tensor unchanged but has determinant -1
  have e := congrFun (congrFun (h fun _ => -1) i) j
  rw [det_op] at e
  simp only [op, Matrix.diagonal_transpose, Matrix.mul_diagonal, Matrix.diagonal_mul,
    Matrix.smul_apply, smul_eq_mul] at e
  norm_num [sgn] at e
  simp only [Matrix.zero_apply]
  linarith
```

A third-rank tensor \(\beta\), such as the first-order change of the hyperpolarizability in hyper-Raman scattering, behaves differently. Its law is \(s_is_js_k\beta_{ijk}=s_0s_1s_2\beta_{ijk}\). If \(\beta_{ijk}\neq0\), cancel it. The rotation about \(x\) then requires an even number of the indices to lie in \(\{1,2\}\), and the rotation about \(z\) an even number in \(\{0,1\}\). With three indices in all, 0 and 2 each occur an odd number of times, and so does 1; each therefore occurs once. Conversely, if the indices are distinct, \(s_is_js_k\) is the product over all axes, which is the determinant.

Lean checks the first direction over all 27 index triples and proves the second by rewriting the product over the set \(\{i,j,k\}\). Components such as \(\beta_{012}\) are thus allowed, and the argument that removes the infrared and Raman responses does not remove a hyper-Raman response. How large that response is remains a separate question.

```lean
/-- A third-rank tensor transforms by the determinant under D2h exactly when
its non-zero components have three distinct indices. -/
theorem au_hyperRaman_iff (β : Fin 3 → Fin 3 → Fin 3 → ℝ) :
    (∀ (s : D2h) (i j k : Fin 3),
      sgn (s i) * sgn (s j) * sgn (s k) * β i j k = (op s).det * β i j k) ↔
    ∀ i j k, β i j k ≠ 0 → i ≠ j ∧ j ≠ k ∧ i ≠ k := by
  simp only [det_op]
  constructor
  · intro h i j k hne
    have h1 := mul_right_cancel₀ hne (h ![1, -1, -1] i j k)
    have h2 := mul_right_cancel₀ hne (h ![-1, -1, 1] i j k)
    clear h hne
    revert h1 h2
    fin_cases i <;> fin_cases j <;> fin_cases k <;> simp [sgn] <;> norm_num
  · intro h s i j k
    by_cases hne : β i j k = 0
    · simp [hne]
    · have hd := h i j k hne
      -- three distinct indices exhaust the Cartesian axes
      have key : ∀ i j k : Fin 3, i ≠ j ∧ j ≠ k ∧ i ≠ k →
          ({i, j, k} : Finset (Fin 3)) = Finset.univ := by decide
      have h1 : i ∉ ({j, k} : Finset (Fin 3)) := by simp [hd.1, hd.2.2]
      have h2 : j ∉ ({k} : Finset (Fin 3)) := by simp [hd.2.1]
      have e : ∏ x, sgn (s x) = sgn (s 0) * sgn (s 1) * sgn (s 2) :=
        Fin.prod_univ_three _
      rw [← key i j k hd, Finset.prod_insert h1, Finset.prod_insert h2,
        Finset.prod_singleton] at e
      linear_combination β i j k * e
```

## The twist as a genuine distortion

The permutation of labels agrees with the geometry: \(r_{gh}=(s_0pa,\,s_1qb,\,0)=g\,r_h\). Lean checks this component by component.

```lean
/-- Each D2h operation carries hydrogen positions to hydrogen positions. -/
theorem position_act (a b : ℝ) (s : D2h) (h : ℤˣ × ℤˣ) :
    position a b ((s 0, s 1) * h) = op s *ᵥ position a b h := by
  ext i
  fin_cases i <;> simp [position, op, Matrix.mulVec_diagonal, sgn, mul_assoc]
```

For \(a,b>0\), the product \(xy=pq\,ab\) has sign \(pq\), so the twist is \(\mathrm{sign}(xy)\) along \(z\). The proof runs through the four hydrogens.

```lean
/-- For a, b > 0 the twist moves the hydrogen at (x, y, 0) by sign(xy) along z. -/
theorem twist_eq_sign {a b : ℝ} (ha : 0 < a) (hb : 0 < b) (h : ℤˣ × ℤˣ) :
    twist h = ![0, 0, Real.sign (position a b h 0 * position a b h 1)] := by
  obtain ⟨p, q⟩ := h
  have hab := Real.sign_of_pos (mul_pos ha hb)
  rcases Int.units_eq_one_or p with rfl | rfl <;>
    rcases Int.units_eq_one_or q with rfl | rfl <;>
    simp [twist, position, sgn, Real.sign_neg, hab]
```

A rigid motion has the form \(t+\omega\times r_h\), with \(z\)-component \(t_2+\omega_0\,qb-\omega_1\,pa\). Multiply by \(pq\) and sum over the hydrogens: every term cancels. The same sum for the twist is \(\sum_{p,q}(pq)^2=4\). The twist is therefore neither a translation, nor an infinitesimal rotation, nor a combination of them. In Lean, `h1` to `h4` are the four \(z\)-components, and `linarith` finds the alternating sum.

```lean
/-- The twist is not a combination of a translation and an infinitesimal rotation. -/
theorem twist_not_rigid (a b : ℝ) :
    ¬ ∃ t ω : Fin 3 → ℝ, ∀ h, twist h = t + crossProduct ω (position a b h) := by
  rintro ⟨t, ω, h⟩
  -- the alternating sum over the four hydrogens cancels every rigid motion
  have h1 := congrFun (h (1, 1)) 2
  have h2 := congrFun (h (1, -1)) 2
  have h3 := congrFun (h (-1, 1)) 2
  have h4 := congrFun (h (-1, -1)) 2
  simp [twist, position, cross_apply, sgn] at h1 h2 h3 h4
  linarith
```

## Both responses vanish

Acting on the twist \(\tau\) gives

\[
(g\cdot\tau)_h=s_2(s_0p)(s_1q)\,e_z=(\det g)\,\tau_h .
\]

Let \(\mu\) and \(\alpha\) be the first-order changes of dipole and polarizability, taken as linear maps with \(\mu(g\cdot u)=g\,\mu(u)\) and \(\alpha(g\cdot u)=g\,\alpha(u)\,g^{T}\). These conditions, `hμ` and `hα`, are assumed rather than derived from an electronic Hamiltonian. They say that transforming a distortion transforms its response likewise, as expected when the undistorted electronic state shares the D2h symmetry. Then

\[
g\,\mu(\tau)=\mu(g\cdot\tau)=(\det g)\,\mu(\tau),\qquad
g\,\alpha(\tau)\,g^{T}=(\det g)\,\alpha(\tau),
\]

and the vector and matrix results make both zero. The final two bullets of the proof are these chains of equalities. Higher-order effects, such as overtones, are not covered. No force-constant matrix enters either. The link to a calculated mode is a further symmetry fact, not proved here: up to scale, the twist is the only Au displacement of the six atoms, so with four equal hydrogen masses and a D2h-symmetric force field it is itself a normal mode.

```lean
/-- The twist is non-zero and transforms by the determinant, and every D2h-equivariant linear
dipole response μ and polarizability response α vanishes on it. -/
theorem twist_silent (μ : Displacement →ₗ[ℝ] (Fin 3 → ℝ))
    (α : Displacement →ₗ[ℝ] Matrix (Fin 3) (Fin 3) ℝ)
    (hμ : ∀ s u, μ (act s u) = op s *ᵥ μ u)
    (hα : ∀ s u, α (act s u) = op s * α u * (op s)ᵀ) :
    twist ≠ 0 ∧ (∀ s, act s twist = (op s).det • twist) ∧ μ twist = 0 ∧ α twist = 0 := by
  have ht : ∀ s, act s twist = (op s).det • twist := by
    intro s
    rw [det_op]
    funext h i
    fin_cases i <;> simp [act, op, twist, Matrix.mulVec_diagonal, sgn]
    ring
  refine ⟨fun h0 => ?_, ht, ?_, ?_⟩
  · have e := congrFun (congrFun h0 (1, 1)) 2
    simp [twist, sgn] at e
  · exact au_vector_eq_zero _ fun s => by rw [← hμ, ht, map_smul]
  · exact au_matrix_eq_zero _ fun s => by rw [← hα, ht, map_smul]
```

The two models satisfy these conditions without being zero. Moving every hydrogen by \((1,1,1)\) gives \(\mu_0=4\), and the radial displacement \(u_h=r_h\) gives \(\alpha_{00}=8a^2>0\) when \(a>0\).

For the dipole, equivariance follows by relabelling the sum: \(\sum_h g\,u_{gh}=g\sum_h u_h\). For the polarizability, \(s_i^2=1\) gives \(r_{h,i}=s_i\,r_{gh,i}\), so

\[
\alpha(g\cdot u)_{ij}=s_is_j\sum_h\left(r_{gh,i}u_{gh,j}+u_{gh,i}r_{gh,j}\right)=s_is_j\,\alpha(u)_{ij}.
\]

`Equiv.sum_comp` performs the relabelling, and `sq` supplies \(s_i^2=1\).

```lean
/-- For a > 0 the model dipole and polarizability responses are non-zero and D2h-equivariant. -/
theorem twist_silent_witness (a b : ℝ) (ha : 0 < a) :
    (dipoleModel ≠ 0 ∧ ∀ s u, dipoleModel (act s u) = op s *ᵥ dipoleModel u) ∧
    (ramanModel a b ≠ 0 ∧
      ∀ s u, ramanModel a b (act s u) = op s * ramanModel a b u * (op s)ᵀ) := by
  have sq : ∀ e : ℤˣ, sgn e * sgn e = 1 := by
    intro e
    rcases Int.units_eq_one_or e with rfl | rfl <;> simp [sgn]
  refine ⟨⟨fun h0 => ?_, fun s u => ?_⟩, ⟨fun h0 => ?_, fun s u => ?_⟩⟩
  · have e := congrFun (LinearMap.congr_fun h0 (fun _ _ => 1)) 0
    simp [dipoleModel] at e
  · exact (Equiv.sum_comp (Equiv.mulLeft (s 0, s 1)) (fun h => op s *ᵥ u h)).trans
      (map_sum (Matrix.mulVecLin (op s)) u Finset.univ).symm
  · -- the radial displacement changes the xx polarizability
    have e := congrFun (congrFun (LinearMap.congr_fun h0 (position a b)) 0) 0
    have hp : 0 < ∑ h, (position a b h 0 * position a b h 0
        + position a b h 0 * position a b h 0) := by
      refine Finset.sum_pos (fun h _ => ?_) Finset.univ_nonempty
      have hh : position a b h 0 * position a b h 0 = a * a := by
        change sgn h.1 * a * (sgn h.1 * a) = a * a
        linear_combination a * a * sq h.1
      rw [hh]
      positivity
    exact hp.ne' e
  · ext i j
    -- relabel the hydrogens by the symmetry operation
    have hr : ramanModel a b u i j = ∑ h,
        (position a b ((s 0, s 1) * h) i * u ((s 0, s 1) * h) j
          + u ((s 0, s 1) * h) i * position a b ((s 0, s 1) * h) j) :=
      (Equiv.sum_comp (Equiv.mulLeft (s 0, s 1)) (fun h =>
        position a b h i * u h j + u h i * position a b h j)).symm
    simp only [op, Matrix.diagonal_transpose, Matrix.mul_diagonal, Matrix.diagonal_mul]
    rw [hr, Finset.mul_sum, Finset.sum_mul]
    change (∑ h, (position a b h i * act s u h j + act s u h i * position a b h j)) = _
    refine Finset.sum_congr rfl fun h _ => ?_
    simp only [position_act, act, op, Matrix.mulVec_diagonal]
    linear_combination
      -(position a b h i * u ((s 0, s 1) * h) j * sgn (s j)) * sq (s i)
        - (u ((s 0, s 1) * h) i * position a b h j * sgn (s i)) * sq (s j)

end

end EthyleneSilentMode
```

```lean
#print axioms EthyleneSilentMode.au_hyperRaman_iff
#print axioms EthyleneSilentMode.twist_eq_sign
#print axioms EthyleneSilentMode.twist_not_rigid
#print axioms EthyleneSilentMode.twist_silent
```

```
'EthyleneSilentMode.au_hyperRaman_iff' depends on axioms: [propext, Classical.choice, Quot.sound]
'EthyleneSilentMode.twist_eq_sign' depends on axioms: [propext, Classical.choice, Quot.sound]
'EthyleneSilentMode.twist_not_rigid' depends on axioms: [propext, Classical.choice, Quot.sound]
'EthyleneSilentMode.twist_silent' depends on axioms: [propext, Classical.choice, Quot.sound]
```
